# Uniformly screened COHSEX is 1/ε of bare exchange plus a local potential

An extra electron in an ionic crystal may spread over many cells or settle into a polaron, bound by the lattice distortion it creates. In a hybrid-functional calculation the outcome can depend on the fraction a of Fock exchange (often written α), so a has to be fixed by some argument. One source is static COHSEX, a static approximation to the GW self-energy, in which exchange is screened and a local Coulomb-hole term is added. Which fraction of bare exchange has the same nonlocal part as COHSEX?

If one constant ε screens the whole interaction, and if exchange couples at least one pair of different sites, the answer is a = 1/ε and no other value. This bears on dielectric-dependent hybrids, for a site model with a given density matrix and one screening constant.

## Sites, exchange and the Coulomb hole

Let i and j label the sites, or localised orbitals, of the model. In this model a local potential means a diagonal matrix: the matrix elements that a real-space potential can have between different orbitals are neglected.

In Lean 4 with Mathlib:

```lean
import Mathlib

open Matrix

namespace CohsexHybrid

noncomputable section

variable {n : Type*} [DecidableEq n]
```

The type `n` is the set of sites. It need not be finite until sums over sites appear.

Let ρ be the density matrix of one spin channel and u an interaction between sites. Exchange is

K[u]_ij = −ρ_ij u_ij.

```lean
/-- Nonlocal exchange `-ρ_ij u_ij` of the density matrix `ρ` with the interaction `u`. -/
def exchange (ρ : Matrix n n ℂ) (u : Matrix n n ℝ) : Matrix n n ℂ :=
  Matrix.of fun i j => -(ρ i j * (u i j : ℂ))
```

Interactions are real matrices and ρ is complex. Neither symmetry of u nor hermiticity or idempotency of ρ is required, so physical density matrices are a special case.

Write v for the bare and W for the statically screened interaction. An electron repels the other electrons around it. Its interaction energy with this polarisation is W_ii − v_ii, the change in the interaction at its own position, but in linear response half of that is spent on creating the polarisation. The net energy is the Coulomb-hole term:

C_ij = (1/2) δ_ij (W_ii − v_ii).

```lean
/-- The local Coulomb-hole potential: half the difference between the screened interaction `W`
and the bare interaction `v` on each site. -/
def coulombHole (v W : Matrix n n ℝ) : Matrix n n ℂ :=
  Matrix.diagonal fun i => (((W i i - v i i) / 2 : ℝ) : ℂ)
```

The self-energy is screened exchange plus Coulomb hole:

Σ = K[W] + C.

```lean
/-- The static COHSEX self-energy: screened exchange plus Coulomb hole. -/
def cohsex (ρ : Matrix n n ℂ) (v W : Matrix n n ℝ) : Matrix n n ℂ :=
  exchange ρ W + coulombHole v W
```

With W = v/ε this becomes Σ_ij = −ρ_ij v_ij/ε + (1/2) δ_ij (1/ε − 1) v_ii.

Removing a fraction a of bare exchange leaves the residual

R(a) = Σ − a K[v], that is, R(a)_ij = Σ_ij + a ρ_ij v_ij.

```lean
/-- What remains of the COHSEX self-energy after a fraction `a` of bare exchange is removed. -/
def residual (ρ : Matrix n n ℂ) (v W : Matrix n n ℝ) (a : ℝ) : Matrix n n ℂ :=
  cohsex ρ v W - (a : ℂ) • exchange ρ v
```

The question is now for which a the matrix R(a) is diagonal. To carry the answer over to an actual hybrid functional takes one more step, which the hypotheses do not supply: the functional's semilocal potential has to stand in for the diagonal remainder.

## When the residual is local

For i ≠ j the Coulomb hole vanishes, and

R(a)_ij = −ρ_ij W_ij + a ρ_ij v_ij = ρ_ij (a v_ij − W_ij).

```lean
/-- Between two different sites the residual is the density matrix times the difference
between the scaled bare interaction and the screened one. -/
theorem residual_offDiag (ρ : Matrix n n ℂ) (v W : Matrix n n ℝ) (a : ℝ) {i j : n}
    (hij : i ≠ j) :
    residual ρ v W a i j = ρ i j * ((a * v i j - W i j : ℝ) : ℂ) := by
  simp only [residual, cohsex, exchange, coulombHole, Matrix.sub_apply, Matrix.add_apply,
    Matrix.smul_apply, Matrix.of_apply, Matrix.diagonal_apply_ne _ hij, smul_eq_mul]
  push_cast
  ring
```

The `simp only` call unfolds the definitions and uses `hij` to set the diagonal term to zero; `push_cast` and `ring` do the remaining algebra in the complex numbers.

A product vanishes exactly when one of its factors does. Hence R(a) is diagonal if and only if

W_ij = a v_ij for all i ≠ j with ρ_ij ≠ 0.

```lean
/-- For any screened interaction, COHSEX and a fraction `a` of bare exchange differ by a local
potential exactly when `W_ij = a v_ij` for all pairs of different sites with `ρ_ij ≠ 0`. -/
theorem residual_isDiag_iff (ρ : Matrix n n ℂ) (v W : Matrix n n ℝ) (a : ℝ) :
    (residual ρ v W a).IsDiag ↔ ∀ i j, i ≠ j → ρ i j ≠ 0 → W i j = a * v i j := by
  constructor
  · intro h i j hij hρ
    have h0 : residual ρ v W a i j = 0 := h hij
    rw [residual_offDiag ρ v W a hij] at h0
    have h1 := Complex.ofReal_eq_zero.mp ((mul_eq_zero.mp h0).resolve_left hρ)
    linarith
  · intro h i j hij
    show residual ρ v W a i j = 0
    rw [residual_offDiag ρ v W a hij]
    by_cases hρ : ρ i j = 0
    · rw [hρ, zero_mul]
    · rw [h i j hij hρ, sub_self, Complex.ofReal_zero, mul_zero]
```

`IsDiag` says that every entry between different indices is zero. In the forward direction, the nonzero factor ρ_ij is cancelled from the product. In the reverse direction, the proof distinguishes ρ_ij = 0, where the entry vanishes anyway, from ρ_ij ≠ 0, where the assumed relation makes the bracket zero. No assumption about the screening has been used so far.

## One screening constant selects a = 1/ε

Now let v = εW. The number ε stands for the electronic dielectric constant, taken to act equally at all distances; in a real crystal screening weakens at short range. Suppose also that ρ_ij v_ij ≠ 0 for some i ≠ j.

Then v_ij = εW_ij is nonzero, so ε ≠ 0. If R(a) is diagonal, the criterion gives W_ij = a v_ij. Multiplying by ε,

v_ij = aε v_ij, so v_ij (aε − 1) = 0, so a = 1/ε.

Conversely, if a = 1/ε, then W_kl = v_kl/ε = a v_kl for every pair k, l, and R(a) is diagonal.

```lean
/-- Let the screening be uniform, `v = ε W`, and let `ρ_ij v_ij` be nonzero for some pair of
different sites. Then COHSEX and a fraction `a` of bare exchange differ by a local potential
exactly when `a = 1/ε`. -/
theorem exchange_fraction_eq_inv_dielectric (ρ : Matrix n n ℂ) (v W : Matrix n n ℝ)
    {ε a : ℝ} (hv : v = ε • W) (hbond : ∃ i j, i ≠ j ∧ ρ i j * (v i j : ℂ) ≠ 0) :
    (residual ρ v W a).IsDiag ↔ a = 1 / ε := by
  obtain ⟨i, j, hij, hne⟩ := hbond
  have hρ : ρ i j ≠ 0 := left_ne_zero_of_mul hne
  have hvij : v i j ≠ 0 := fun h => hne (by rw [h, Complex.ofReal_zero, mul_zero])
  have hall : ∀ k l, v k l = ε * W k l := fun k l => by simp [hv]
  -- the nonzero bond rules out a vanishing dielectric constant
  have hε : ε ≠ 0 := fun h => hvij (by rw [hall, h, zero_mul])
  rw [residual_isDiag_iff]
  constructor
  · intro h
    have h1 := h i j hij hρ
    have h2 : v i j * (a * ε - 1) = 0 := by
      linear_combination (-ε) * h1 - hall i j
    have h3 := (mul_eq_zero.mp h2).resolve_left hvij
    rw [eq_div_iff hε]
    linarith
  · intro h k l _ _
    rw [h, hall k l]
    field_simp
```

The hypothesis `hv` is the uniform screening and `hbond` the coupled pair. In the code, `h2` is the equation v_ij (aε − 1) = 0, obtained by `linear_combination` from the criterion and the screening relation; cancelling v_ij gives the fraction. The reverse direction substitutes both relations and clears the denominator with `field_simp`. Positivity of ε is not assumed, though it holds in the physical case.

The coupled pair is what makes the fraction unique. If ε ≠ 0 and ρ_ij v_ij = 0 for all i ≠ j, there is no nonlocal exchange to match and every a leaves a diagonal residual.

## Two bonds with different screening

Suppose that ρ is nonzero on two pairs, i ≠ j and k ≠ l, and that R(a) is diagonal. Then W_ij = a v_ij and W_kl = a v_kl, and therefore

W_ij v_kl = a v_ij v_kl = W_kl v_ij.

If these two cross products differ, no a can work.

```lean
/-- If two pairs of different sites with nonzero density matrix are screened in different
ratios, no fraction of bare exchange reproduces COHSEX up to a local potential. -/
theorem no_fraction_of_nonuniform (ρ : Matrix n n ℂ) (v W : Matrix n n ℝ) {i j k l : n}
    (hij : i ≠ j) (hkl : k ≠ l) (hρ : ρ i j ≠ 0) (hρ' : ρ k l ≠ 0)
    (hW : W i j * v k l ≠ W k l * v i j) (a : ℝ) :
    ¬ (residual ρ v W a).IsDiag := by
  intro h
  rw [residual_isDiag_iff] at h
  apply hW
  rw [h i j hij hρ, h k l hkl hρ']
  ring
```

For nonzero v_ij and v_kl, the hypothesis `hW` says that the ratios W/v differ on the two pairs. The proof assumes a diagonal residual, rewrites both screened values by the criterion and arrives at the equality that `hW` excludes. A global exchange fraction thus cannot reproduce distance-dependent screening on such bonds, even with a free choice of local potential.

## The local potential that remains

For uniform screening with ε ≠ 0, set a = 1/ε. The off-diagonal entries vanish, and on the diagonal the two exchange terms cancel:

R(1/ε)_ii = −ρ_ii v_ii/ε + (1/2)(v_ii/ε − v_ii) + ρ_ii v_ii/ε = (1/2)(1/ε − 1) v_ii.

```lean
/-- For uniform screening `v = ε W` with `ε ≠ 0`, the residual at exchange fraction `1/ε` is
the local potential `(1/2)(1/ε - 1) v_ii`. -/
theorem residual_at_inv_dielectric (ρ : Matrix n n ℂ) (v W : Matrix n n ℝ) {ε : ℝ}
    (hε : ε ≠ 0) (hv : v = ε • W) :
    residual ρ v W (1 / ε) =
      Matrix.diagonal fun i => ((1 / 2 * (1 / ε - 1) * v i i : ℝ) : ℂ) := by
  have hW : ∀ k l, W k l = 1 / ε * v k l := by
    intro k l
    have h : v k l = ε * W k l := by simp [hv]
    rw [h]
    field_simp
  ext i j
  by_cases hij : i = j
  · subst hij
    simp only [residual, cohsex, exchange, coulombHole, Matrix.sub_apply, Matrix.add_apply,
      Matrix.smul_apply, Matrix.of_apply, Matrix.diagonal_apply_eq, smul_eq_mul, hW i i]
    push_cast
    ring
  · rw [residual_offDiag ρ v W _ hij, hW i j, Matrix.diagonal_apply_ne _ hij, sub_self,
      Complex.ofReal_zero, mul_zero]
```

After solving the screening relation for W, the proof compares the matrices entry by entry. The case i = j is the calculation above, and the case i ≠ j uses the off-diagonal formula.

If every site has the same bare repulsion v_ii = U, this potential is a constant,

s = (1/2)(1/ε − 1) U.

Let h collect the other one-electron terms, such as hopping and the Hartree potential. Since Σ = (1/ε) K[v] + s·1,

(h + Σ)ψ = Eψ if and only if (h + (1/ε) K[v])ψ = (E − s)ψ.

```lean
/-- Let `v = ε W` with `ε ≠ 0` and let all sites have the same bare repulsion `U`. For a fixed
density matrix, `ψ` solves the COHSEX equation with energy `E` exactly when it solves the hybrid
equation with exchange fraction `1/ε` and energy `E - (1/2)(1/ε - 1) U`. -/
theorem cohsex_eigen_iff_hybrid_eigen [Fintype n] (h ρ : Matrix n n ℂ) (v W : Matrix n n ℝ)
    {ε U : ℝ} (hε : ε ≠ 0) (hv : v = ε • W) (hU : ∀ i, v i i = U) (E : ℂ) (ψ : n → ℂ) :
    (h + cohsex ρ v W) *ᵥ ψ = E • ψ ↔
      (h + ((1 / ε : ℝ) : ℂ) • exchange ρ v) *ᵥ ψ =
        (E - ((1 / 2 * (1 / ε - 1) * U : ℝ) : ℂ)) • ψ := by
  -- the residual potential is a multiple of the identity
  have hd : cohsex ρ v W = ((1 / ε : ℝ) : ℂ) • exchange ρ v +
      ((1 / 2 * (1 / ε - 1) * U : ℝ) : ℂ) • (1 : Matrix n n ℂ) := by
    have h1 := residual_at_inv_dielectric ρ v W hε hv
    simp only [hU] at h1
    rw [residual, sub_eq_iff_eq_add] at h1
    rw [h1, Matrix.smul_one_eq_diagonal, add_comm]
  rw [hd, ← add_assoc, Matrix.add_mulVec, Matrix.smul_mulVec, Matrix.one_mulVec, sub_smul,
    eq_sub_iff_add_eq]
```

Here `*ᵥ` is a matrix acting on a vector, which is why the set of sites is now finite. The step `hd` writes Σ as scaled exchange plus s times the identity, and the last rewriting moves sψ to the other side. The vector need not be normalised. For nonzero ψ the statement says that both Hamiltonians have the same eigenvectors, with all levels shifted by s, so level differences agree. Both equations use the same h and the same ρ; self-consistent iteration is not part of the claim. The hybrid equation here is h plus scaled exchange, without the semilocal exchange-correlation potential that an actual hybrid functional adds, so the agreement of level differences does not carry over to such a functional automatically.

## The best fraction when screening varies

When no fraction is exact, the nonlocal error can still be measured. Sum the squared moduli of the residual over ordered pairs of different sites:

M(a) = ∑_{i≠j} |R(a)_ij|² = ∑_{i≠j} |ρ_ij|² (a v_ij − W_ij)².

```lean
/-- The nonlocal mismatch between COHSEX and a fraction `a` of bare exchange: the sum of the
squared moduli of the residual over all ordered pairs of different sites. -/
def mismatch [Fintype n] (ρ : Matrix n n ℂ) (v W : Matrix n n ℝ) (a : ℝ) : ℝ :=
  ∑ p ∈ (Finset.univ : Finset n).offDiag, Complex.normSq (residual ρ v W a p.1 p.2)
```

`offDiag` is the set of ordered pairs with different members, and `Complex.normSq` is the squared modulus.

Define

S = ∑_{i≠j} |ρ_ij|² v_ij² and T = ∑_{i≠j} |ρ_ij|² v_ij W_ij.

For any b, write a v_ij − W_ij = (b v_ij − W_ij) + (a − b) v_ij and expand the square:

M(a) = M(b) + 2(a − b)(bS − T) + (a − b)² S.

If b satisfies the normal equation bS = T, the linear term drops out:

M(a) = M(b) + (a − b)² S.

```lean
/-- For any screened interaction, let `b` solve the normal equation
`b ∑ |ρ_ij|² v_ij² = ∑ |ρ_ij|² v_ij W_ij` over pairs of different sites. Then the mismatch at
fraction `a` exceeds that at `b` by `(a - b)² ∑ |ρ_ij|² v_ij²`. -/
theorem mismatch_eq_add_sq [Fintype n] (ρ : Matrix n n ℂ) (v W : Matrix n n ℝ) (a b : ℝ)
    (hb : b * ∑ p ∈ (Finset.univ : Finset n).offDiag,
        Complex.normSq (ρ p.1 p.2) * v p.1 p.2 ^ 2 =
      ∑ p ∈ (Finset.univ : Finset n).offDiag,
        Complex.normSq (ρ p.1 p.2) * (v p.1 p.2 * W p.1 p.2)) :
    mismatch ρ v W a = mismatch ρ v W b +
      (a - b) ^ 2 * ∑ p ∈ (Finset.univ : Finset n).offDiag,
        Complex.normSq (ρ p.1 p.2) * v p.1 p.2 ^ 2 := by
  -- expand the square around `b`; the linear term is the normal equation
  have key : mismatch ρ v W a = mismatch ρ v W b +
      (a - b) ^ 2 * ∑ p ∈ (Finset.univ : Finset n).offDiag,
        Complex.normSq (ρ p.1 p.2) * v p.1 p.2 ^ 2 +
      2 * (a - b) * (b * ∑ p ∈ (Finset.univ : Finset n).offDiag,
        Complex.normSq (ρ p.1 p.2) * v p.1 p.2 ^ 2 -
      ∑ p ∈ (Finset.univ : Finset n).offDiag,
        Complex.normSq (ρ p.1 p.2) * (v p.1 p.2 * W p.1 p.2)) := by
    simp only [mismatch, Finset.mul_sum, ← Finset.sum_add_distrib, ← Finset.sum_sub_distrib]
    refine Finset.sum_congr rfl fun p hp => ?_
    have hne : p.1 ≠ p.2 := (Finset.mem_offDiag.mp hp).2.2
    rw [residual_offDiag ρ v W a hne, residual_offDiag ρ v W b hne, Complex.normSq_mul,
      Complex.normSq_mul, Complex.normSq_ofReal, Complex.normSq_ofReal]
    ring
  linear_combination key + 2 * (a - b) * hb

end

end CohsexHybrid
```

The hypothesis `hb` is the normal equation. The intermediate statement `key` is the full expansion, proved pair by pair under the sum, and the final line removes the linear term with `hb`.

Since S ≥ 0, b minimises M. If S > 0, the minimiser is unique and equals T/S, an average of W_ij/v_ij over the pairs with v_ij ≠ 0, weighted by |ρ_ij|² v_ij². It is the best fraction for this measure of the self-energy error, which need not be the best one for a polaron's binding energy.

```lean
#print axioms CohsexHybrid.exchange_fraction_eq_inv_dielectric
#print axioms CohsexHybrid.no_fraction_of_nonuniform
#print axioms CohsexHybrid.cohsex_eigen_iff_hybrid_eigen
#print axioms CohsexHybrid.mismatch_eq_add_sq
```

```
'CohsexHybrid.exchange_fraction_eq_inv_dielectric' depends on axioms: [propext, Classical.choice, Quot.sound]
'CohsexHybrid.no_fraction_of_nonuniform' depends on axioms: [propext, Classical.choice, Quot.sound]
'CohsexHybrid.cohsex_eigen_iff_hybrid_eigen' depends on axioms: [propext, Classical.choice, Quot.sound]
'CohsexHybrid.mismatch_eq_add_sq' depends on axioms: [propext, Classical.choice, Quot.sound]
```
